# For an energy with L-Lipschitz gradient, L > 0, a gradient step of size 1/L lowers the energy by at least ‖∇E‖²/(2L)

When a geometry is relaxed by steepest descent, each cycle moves the coordinates along the forces, and someone has to choose how far. If the gradient of the energy $E$ is Lipschitz with a known constant $L>0$, the step size $1/L$ comes with a guaranteed drop in energy.

In Lean 4 with Mathlib:

```lean
import Mathlib

open Filter Topology

namespace EnergyDescent

noncomputable section

variable {V : Type*} [NormedAddCommGroup V] [InnerProductSpace ℝ V] [CompleteSpace V]

/-- The energy `E` is differentiable and its gradient is Lipschitz with constant `L`. -/
def SmoothEnergy (E : V → ℝ) (L : ℝ) : Prop :=
  Differentiable ℝ E ∧ ∀ x y, ‖gradient E x - gradient E y‖ ≤ L * ‖x - y‖

/-- One steepest-descent update of size `a`: move from `x` against the energy gradient. -/
def gradientStep (E : V → ℝ) (a : ℝ) (x : V) : V := x - a • gradient E x

/-- The harmonic energy `L ‖x‖² / 2` with force constant `L`. -/
def harmonicWell (L : ℝ) (x : V) : ℝ := L / 2 * ‖x‖ ^ 2

/-- The slope of a differentiable energy along a straight line is the inner product of the
gradient with the direction of the line. -/
theorem hasDerivAt_along_line {E : V → ℝ} (hE : Differentiable ℝ E) (x d : V) (t : ℝ) :
    HasDerivAt (fun s : ℝ => E (x + s • d)) (inner ℝ (gradient E (x + t • d)) d) t := by
  have hline : HasDerivAt (fun s : ℝ => x + s • d) d t := by
    have h := ((hasDerivAt_id t).smul_const d).const_add x
    rw [one_smul] at h
    exact h
  have hgrad := (hE (x + t • d)).hasGradientAt.hasFDerivAt
  exact (hgrad.comp_hasDerivAt t hline).congr_deriv (by simp)

/-- Descent lemma: an energy with `L`-Lipschitz gradient lies below its linear expansion
at `x` plus the quadratic term `L ‖y - x‖² / 2`. -/
theorem descent_lemma {E : V → ℝ} {L : ℝ} (h : SmoothEnergy E L) (x y : V) :
    E y ≤ E x + inner ℝ (gradient E x) (y - x) + L / 2 * ‖y - x‖ ^ 2 := by
  obtain ⟨d, rfl⟩ : ∃ d, y = x + d := ⟨y - x, by abel⟩
  rw [add_sub_cancel_left]
  -- the energy minus its quadratic model, followed along the segment
  have hφ : ∀ t : ℝ, HasDerivAt
      (fun s : ℝ => E (x + s • d) - s * inner ℝ (gradient E x) d
        - L / 2 * ‖d‖ ^ 2 * (s * s))
      (inner ℝ (gradient E (x + t • d)) d - inner ℝ (gradient E x) d
        - L * ‖d‖ ^ 2 * t) t := by
    intro t
    have h1 := (hasDerivAt_id' t).mul_const (inner ℝ (gradient E x) d)
    have h2 := ((hasDerivAt_id' t).fun_mul (hasDerivAt_id' t)).const_mul (L / 2 * ‖d‖ ^ 2)
    exact (((hasDerivAt_along_line h.1 x d t).fun_sub h1).fun_sub h2).congr_deriv (by ring)
  obtain ⟨c, hc, hslope⟩ := exists_hasDerivAt_eq_slope _ _ (zero_lt_one' ℝ)
    (fun t _ => (hφ t).continuousAt.continuousWithinAt) (fun t _ => hφ t)
  simp only [one_smul, zero_smul, add_zero, sub_zero, div_one] at hslope
  -- Cauchy-Schwarz and the Lipschitz bound make the slope non-positive
  have hcs := real_inner_le_norm (gradient E (x + c • d) - gradient E x) d
  rw [inner_sub_left] at hcs
  have hlip := h.2 (x + c • d) x
  rw [add_sub_cancel_left, norm_smul, Real.norm_eq_abs, abs_of_pos hc.1] at hlip
  have hmul := mul_le_mul_of_nonneg_right hlip (norm_nonneg d)
  have hring : L * (c * ‖d‖) * ‖d‖ = L * ‖d‖ ^ 2 * c := by ring
  linarith

/-- For an energy with `L`-Lipschitz gradient, a gradient step of size `a` changes the energy
by at most `-a (1 - L a / 2)` times the squared gradient norm. -/
theorem gradientStep_energy_le {E : V → ℝ} {L : ℝ} (h : SmoothEnergy E L) (a : ℝ) (x : V) :
    E (gradientStep E a x) ≤ E x - a * (1 - L * a / 2) * ‖gradient E x‖ ^ 2 := by
  have hd := descent_lemma h x (gradientStep E a x)
  have hs : gradientStep E a x - x = -(a • gradient E x) := by
    unfold gradientStep
    abel
  rw [hs, inner_neg_right, real_inner_smul_right, real_inner_self_eq_norm_sq, norm_neg,
    norm_smul, mul_pow, Real.norm_eq_abs, sq_abs] at hd
  linarith

/-- For an energy with `L`-Lipschitz gradient, `L > 0`, a gradient step of size `1/L` lowers
the energy by at least `‖∇E(x)‖² / (2L)`; the inequality is written multiplied by `2L`. -/
theorem gradientStep_energy_drop {E : V → ℝ} {L : ℝ} (hL : 0 < L) (h : SmoothEnergy E L)
    (x : V) :
    ‖gradient E x‖ ^ 2 ≤ 2 * L * (E x - E (gradientStep E (1 / L) x)) := by
  have ha : L * (1 / L) = 1 := mul_one_div_cancel hL.ne'
  generalize 1 / L = a at ha ⊢
  have hm := mul_le_mul_of_nonneg_left (gradientStep_energy_le h a x)
    (by positivity : 0 ≤ 2 * L)
  have he : 2 * L * (E x - a * (1 - L * a / 2) * ‖gradient E x‖ ^ 2)
      = 2 * L * E x - ‖gradient E x‖ ^ 2 := by
    linear_combination (‖gradient E x‖ ^ 2 * (L * a - 1)) * ha
  linarith

/-- For an energy with `L`-Lipschitz gradient, `L > 0`, the squared gradient norms met in `n`
steps of size `1/L` add up to at most `2L` times the total energy drop. -/
theorem sum_gradient_sq_le {E : V → ℝ} {L : ℝ} (hL : 0 < L) (h : SmoothEnergy E L)
    (x : V) (n : ℕ) :
    ∑ k ∈ Finset.range n, ‖gradient E ((gradientStep E (1 / L))^[k] x)‖ ^ 2
      ≤ 2 * L * (E x - E ((gradientStep E (1 / L))^[n] x)) := by
  induction n with
  | zero => simp
  | succ n ih =>
    rw [Finset.sum_range_succ, Function.iterate_succ_apply']
    have hdrop := gradientStep_energy_drop hL h ((gradientStep E (1 / L))^[n] x)
    linarith

/-- If an energy with `L`-Lipschitz gradient, `L > 0`, is bounded below, then the gradient
tends to zero along the iteration with steps of size `1/L`. -/
theorem gradient_tendsto_zero {E : V → ℝ} {L E₀ : ℝ} (hL : 0 < L) (h : SmoothEnergy E L)
    (hE₀ : ∀ x, E₀ ≤ E x) (x : V) :
    Tendsto (fun k : ℕ => gradient E ((gradientStep E (1 / L))^[k] x)) atTop (𝓝 0) := by
  -- the squared norms have bounded partial sums
  have hsum : Summable
      (fun k : ℕ => ‖gradient E ((gradientStep E (1 / L))^[k] x)‖ ^ 2) := by
    refine summable_of_sum_range_le (c := 2 * L * (E x - E₀)) (fun k => sq_nonneg _) ?_
    intro n
    refine (sum_gradient_sq_le hL h x n).trans ?_
    exact mul_le_mul_of_nonneg_left (sub_le_sub_left (hE₀ _) _) (by positivity)
  have hsqrt := (Real.continuous_sqrt.tendsto 0).comp hsum.tendsto_atTop_zero
  rw [tendsto_zero_iff_norm_tendsto_zero]
  simpa [Function.comp_def, Real.sqrt_sq (norm_nonneg _)] using hsqrt

/-- The gradient of the harmonic energy with force constant `L` is `L x`. -/
theorem harmonicWell_hasGradientAt (L : ℝ) (x : V) :
    HasGradientAt (harmonicWell L) (L • x) x := by
  rw [hasGradientAt_iff_hasFDerivAt]
  have h := (hasStrictFDerivAt_norm_sq x).hasFDerivAt.const_mul (L / 2)
  refine h.congr_fderiv ?_
  ext v
  simp
  ring

/-- For `L ≥ 0` the harmonic energy has `L`-Lipschitz gradient and satisfies the descent lemma
with equality for every pair of points. -/
theorem descent_lemma_sharp {L : ℝ} (hL : 0 ≤ L) :
    SmoothEnergy (harmonicWell L : V → ℝ) L ∧
    ∀ x y : V, harmonicWell L y = harmonicWell L x
      + inner ℝ (gradient (harmonicWell L) x) (y - x) + L / 2 * ‖y - x‖ ^ 2 := by
  refine ⟨⟨fun x => (harmonicWell_hasGradientAt L x).hasFDerivAt.differentiableAt, ?_⟩, ?_⟩
  · intro x y
    rw [(harmonicWell_hasGradientAt L x).gradient, (harmonicWell_hasGradientAt L y).gradient,
      ← smul_sub, norm_smul, Real.norm_eq_abs, abs_of_nonneg hL]
  · intro x y
    rw [(harmonicWell_hasGradientAt L x).gradient, real_inner_smul_left, inner_sub_right,
      real_inner_self_eq_norm_sq, norm_sub_sq_real, real_inner_comm x y]
    unfold harmonicWell
    ring

end

end EnergyDescent
```

```lean
#print axioms EnergyDescent.gradientStep_energy_drop
#print axioms EnergyDescent.gradient_tendsto_zero
#print axioms EnergyDescent.descent_lemma_sharp
```

```
'EnergyDescent.gradientStep_energy_drop' depends on axioms: [propext, Classical.choice, Quot.sound]
'EnergyDescent.gradient_tendsto_zero' depends on axioms: [propext, Classical.choice, Quot.sound]
'EnergyDescent.descent_lemma_sharp' depends on axioms: [propext, Classical.choice, Quot.sound]
```

The coordinates form a vector $x$ in `V`, a complete real inner-product space; every finite-dimensional one qualifies. The hypothesis `SmoothEnergy E L` says that $E$ is differentiable everywhere and that

$$\|\nabla E(x)-\nabla E(y)\|\le L\|x-y\|\quad\text{for all }x,y.$$

Here `gradient E x` is $\nabla E(x)$, the negative of the force, taken with respect to the inner product of `V`. The constant $L$ stands for a ceiling on stiffness: for a twice differentiable energy, no Hessian eigenvalue exceeds it in magnitude. The update `gradientStep E a x` is $x-a\nabla E(x)$, and `(gradientStep E (1 / L))^[k] x` is the point $x_k$ reached after $k$ updates from $x_0=x$.

The bound is assumed on the whole space. A molecular energy with Coulomb repulsion violates it where nuclei meet, and orbitals under orthonormality constraints do not range over a vector space. For relaxation and direct minimisation, the result therefore covers unconstrained steepest descent on a model energy with one global $L$.

Everything rests on `descent_lemma`. Fix $x$, write $y=x+d$, and subtract the quadratic model from the energy along the segment:

$$\varphi(t)=E(x+td)-t\langle\nabla E(x),d\rangle-\tfrac L2t^2\|d\|^2 .$$

By the chain rule, which is `hasDerivAt_along_line`, the slope of $E(x+td)$ is $\langle\nabla E(x+td),d\rangle$. Hence, for $t>0$, Cauchy-Schwarz and the Lipschitz bound give

$$\varphi'(t)=\langle\nabla E(x+td)-\nabla E(x),d\rangle-Lt\|d\|^2\le Lt\|d\|\,\|d\|-Lt\|d\|^2=0 .$$

The mean value theorem supplies a $c$ in $(0,1)$ with $\varphi(1)-\varphi(0)=\varphi'(c)\le0$, which rearranges to

$$E(y)\le E(x)+\langle\nabla E(x),y-x\rangle+\tfrac L2\|y-x\|^2 .$$

In the code, `hφ` computes $\varphi'$, `exists_hasDerivAt_eq_slope` produces $c$, `hcs` and `hlip` are the two estimates, and `linarith` combines them.

Putting $y-x=-a\nabla E(x)$ into this bound gives `gradientStep_energy_le`:

$$E(x-a\nabla E(x))\le E(x)-a\|\nabla E(x)\|^2+\tfrac{L}{2}a^2\|\nabla E(x)\|^2=E(x)-a\left(1-\tfrac{La}{2}\right)\|\nabla E(x)\|^2 .$$

For $L>0$ the guaranteed drop is largest at $a=1/L$, where it equals $\|\nabla E(x)\|^2/(2L)$. The theorem `gradientStep_energy_drop` states this multiplied by $2L$:

$$\|\nabla E(x_k)\|^2\le 2L\,(E(x_k)-E(x_{k+1})).$$

Adding these inequalities makes the energies telescope, and `sum_gradient_sq_le` does so by induction on $n$:

$$\sum_{k=0}^{n-1}\|\nabla E(x_k)\|^2\le 2L\,(E(x_0)-E(x_n)).$$

If also $E\ge E_0$ everywhere, the partial sums never exceed $2L(E(x_0)-E_0)$. The series then converges, its terms tend to zero, and a square root gives $\nabla E(x_k)\to0$, which is `gradient_tendsto_zero`. The forces die out, but the points $x_k$ need not converge, and a run started exactly at a saddle point stays there.

The quadratic term cannot be improved in general. For the harmonic well $\tfrac L2\|x\|^2$ with $L\ge0$, `harmonicWell_hasGradientAt` gives the gradient $Lx$, and expanding the square yields

$$\tfrac L2\|y\|^2=\tfrac L2\|x\|^2+\langle Lx,y-x\rangle+\tfrac L2\|y-x\|^2 .$$

This is the equality in `descent_lemma_sharp`, which also checks that the well satisfies `SmoothEnergy`.

Without the Lipschitz bound, a fixed step can raise the energy. For $E(x)=x^4$ on the line, a step of size $a>0$ leads to $x(1-4ax^2)$, which lies farther from the minimum than $x$ as soon as $x^2>1/(2a)$. No single step size is safe for every starting point.

At the limit $L=0$ the gradient is constant. The descent lemma, used once from $x$ to $y$ and once from $y$ to $x$, then forces $E(y)=E(x)+\langle\nabla E(x),y-x\rangle$, so the energy is a plane. On a tilted plane the multiplied inequality would read $\|\nabla E\|^2\le0$, which is false; this is why the step theorem asks for $L>0$.
